# Concentration changes along a solution lie in the column space of the stoichiometric matrix, whatever the rate law

## Species, reactions and rates

Let $\sigma$ be a finite set of species and $\rho$ a finite set of reactions. The entry $S_{ij}$ of the real stoichiometric matrix $S$ is the net change in species $i$ when reaction $j$ proceeds by one unit. The concentrations form a vector $c \in \mathbb{R}^\sigma$, and a rate function $r$ assigns to each $c$ a vector of reaction rates $r(c) \in \mathbb{R}^\rho$. Nothing is assumed about $r$, not even continuity.

A solution on a time interval $I$ satisfies
$$\frac{dc}{dt} = S\,r(c(t)) \qquad (t \in I),$$
with one-sided derivatives at endpoints that belong to $I$. The equation describes a well-mixed system of constant volume, in which any inflow or outflow must be listed as a reaction.

The column space of $S$, the set of all $S\xi$ with $\xi \in \mathbb{R}^\rho$, is called the stoichiometric subspace. A conservation law is a weight vector $m \in \mathbb{R}^\sigma$ with $m^T S = 0$.

## The constraints and their derivation

For every solution on $I$ and all $s, t \in I$:

1. $m\cdot c(t) = m\cdot c(s)$ for each conservation law $m$;
2. $c(t) - c(s)$ lies in the column space of $S$.

Moreover, the dimension $d$ of the space of conservation laws satisfies $d + \operatorname{rank} S = |\sigma|$.

**Conservation.** For any weight vector $m$,
$$\frac{d}{dt}(m\cdot c) = \sum_i m_i \sum_j S_{ij}\, r_j(c) = (m^T S)\cdot r(c).$$
If $m^T S = 0$, the derivative vanishes throughout $I$. Since $I$ contains every time between $s$ and $t$, the mean value theorem gives $m\cdot c(t) = m\cdot c(s)$.

**Displacement.** The familiar route is to write $c(t) - c(s) = S\int_s^t r(c(u))\,du$, but this integral need not exist. The forward and backward rates of a reversible reaction, for instance, may share a non-integrable part that cancels in $S\,r$. Orthogonality avoids the integral. Put $v = c(t) - c(s)$ and split it as $v = a + b$, with $a$ in the column space and $b$ orthogonal to it. Then $b\cdot S\xi = 0$ for all $\xi$, so $b^T S = 0$ and $b$ is a conservation law. By the first part,
$$0 = b\cdot v = b\cdot a + b\cdot b = |b|^2,$$
hence $b = 0$ and $v = a$.

**Dimension.** The conservation laws are the kernel of $S^T : \mathbb{R}^\sigma \to \mathbb{R}^\rho$. Rank–nullity gives $d + \operatorname{rank} S^T = |\sigma|$, and $\operatorname{rank} S^T = \operatorname{rank} S$.

**Converses.** For constant rates $\xi$, the line $c(t) = c_0 + t\,S\xi$ is a solution. If $m\cdot c$ is constant for all rate functions, then $m\cdot S\xi = 0$ for every $\xi$; taking $\xi$ to be the unit vector of reaction $j$ gives $(m^T S)_j = 0$. Likewise, if $c_1 - c_0 = S\xi$, the line leads from $c_0$ at time 0 to $c_1$ at time 1.

**A gap in time.** Conservation can fail if $I$ is not an interval. Take $A \rightleftharpoons B$ with both rates zero and $I = [0,1] \cup [2,3]$. Let $([A],[B])$ be $(1,0)$ on the first piece and $(2,0)$ on the second. The rate equation holds at every time in $I$, yet $[A]+[B]$ has changed: material was added during the gap.

## Conserved totals in a kinetics code

For deterministic, well-mixed kinetics with finitely many species, the totals conserved under every rate law can be found from $S$ before any rate constant is known: a basis of the kernel of $S^T$ supplies their weight vectors. An explicit Euler step $c_{n+1} = c_n + h\,S\,r(c_n)$ preserves them in exact arithmetic, because $m^T S = 0$ removes the increment. With this scheme, a drift well above rounding error therefore points to a coding mistake or to an operation outside the scheme, such as resetting negative concentrations to zero.

The same vectors matter in a Newton search for steady states. For differentiable $r$, the Jacobian $S\,\partial r/\partial c$ is annihilated from the left by every conservation law, so it is singular whenever a nonzero one exists. Replacing redundant equations by the prescribed totals removes this source of singularity.

## The rate equation and the two subspaces in Lean

The types `σ` and `ρ` are the species and the reactions, and a concentration vector is a function `σ → ℝ`. No sign condition is imposed on concentrations or rates.

```lean
import Mathlib

open Matrix

namespace ReactionNetwork

variable {σ ρ : Type*} [Fintype σ] [Fintype ρ]
```

In `IsSolutionOn`, the product `S *ᵥ r (c t)` is $S\,r(c(t))$, and `HasDerivWithinAt` takes the derivative using only times in `I`. The set `I` is arbitrary here; later theorems add `Convex ℝ I`, which for a set of real numbers means that it is an interval. That a solution exists is a hypothesis throughout, except where one is constructed.

```lean
/-- The concentrations `c` obey the rate equation `dc/dt = S r(c)` at all times in `I`. -/
def IsSolutionOn (S : Matrix σ ρ ℝ) (r : (σ → ℝ) → ρ → ℝ) (I : Set ℝ)
    (c : ℝ → σ → ℝ) : Prop :=
  ∀ t ∈ I, HasDerivWithinAt c (S *ᵥ r (c t)) I t
```

The stoichiometric subspace is the range of the linear map $\xi \mapsto S\xi$.

```lean
/-- The stoichiometric subspace: the column space of `S`. -/
def stoichiometricSubspace (S : Matrix σ ρ ℝ) : Submodule ℝ (σ → ℝ) :=
  LinearMap.range S.mulVecLin
```

The conservation laws are the kernel of the transposed map.

```lean
/-- The space of conservation laws: the kernel of the transpose of `S`. -/
def conservationLaws (S : Matrix σ ρ ℝ) : Submodule ℝ (σ → ℝ) :=
  LinearMap.ker Sᵀ.mulVecLin
```

The next lemma translates kernel membership into $m^T S = 0$, written `m ᵥ* S = 0`.

```lean
omit [Fintype ρ] in
/-- A weight vector `m` is a conservation law exactly when `mᵀ S = 0`. -/
theorem mem_conservationLaws (S : Matrix σ ρ ℝ) (m : σ → ℝ) :
    m ∈ conservationLaws S ↔ m ᵥ* S = 0 := by
  rw [conservationLaws, LinearMap.mem_ker, Matrix.mulVecLin_apply, Matrix.mulVec_transpose]
```

## Orthogonality to all conservation laws

A conservation law can also be recognised by $m\cdot S\xi = 0$ for all reaction extents $\xi$. The forward direction regroups the product as $(m^T S)\cdot\xi$. The reverse direction inserts the unit vector `Pi.single j 1`, as in the derivation by hand.

```lean
/-- A weight vector `m` is a conservation law exactly when `m · S ξ = 0` for all
reaction extents `ξ`. -/
theorem mem_conservationLaws_iff_extent (S : Matrix σ ρ ℝ) (m : σ → ℝ) :
    m ∈ conservationLaws S ↔ ∀ ξ : ρ → ℝ, m ⬝ᵥ (S *ᵥ ξ) = 0 := by
  classical
  rw [mem_conservationLaws]
  constructor
  · intro hm ξ
    rw [Matrix.dotProduct_mulVec, hm, zero_dotProduct]
  · intro h
    funext j
    -- let reaction `j` alone proceed by one unit
    have h1 := h (Pi.single j 1)
    rw [Matrix.dotProduct_mulVec, dotProduct_single, mul_one] at h1
    exact h1
```

The following theorem is the duality behind the displacement result. Where the hand argument splits $v$ orthogonally, the proof uses linear functionals: a vector lies in a subspace if every functional `φ` vanishing on that subspace also vanishes on the vector. The step `key` writes `φ` as a dot product with a weight vector, whose entries are the values of `φ` on the unit vectors. This weight vector is a conservation law, so the hypothesis applies to it.

```lean
/-- A concentration change lies in the stoichiometric subspace exactly when every
conservation law vanishes on it. -/
theorem mem_stoichiometricSubspace_iff (S : Matrix σ ρ ℝ) (v : σ → ℝ) :
    v ∈ stoichiometricSubspace S ↔ ∀ m ∈ conservationLaws S, m ⬝ᵥ v = 0 := by
  classical
  constructor
  · rintro ⟨ξ, rfl⟩ m hm
    exact (mem_conservationLaws_iff_extent S m).1 hm ξ
  · intro h
    refine (Subspace.forall_mem_dualAnnihilator_apply_eq_zero_iff _ v).1 ?_
    intro φ hφ
    -- every linear functional is the dot product with a weight vector
    have key : ∀ w : σ → ℝ,
        φ w = (fun i => φ (fun j => if i = j then 1 else 0)) ⬝ᵥ w := by
      intro w
      rw [LinearMap.pi_apply_eq_sum_univ φ w]
      simp only [dotProduct, smul_eq_mul]
      exact Finset.sum_congr rfl fun i _ => mul_comm _ _
    rw [key v]
    apply h
    rw [mem_conservationLaws_iff_extent]
    intro ξ
    rw [← key]
    exact (Submodule.mem_dualAnnihilator φ).1 hφ _ ⟨ξ, rfl⟩
```

## From the balance equation to the constraints

The balance equation holds for every weight vector `m`. The proof differentiates $\sum_i m_i c_i$ term by term.

```lean
/-- Balance equation: along a solution, `m · c` changes at the rate `(mᵀ S) · r(c)`. -/
theorem hasDerivWithinAt_weighted {S : Matrix σ ρ ℝ} {r : (σ → ℝ) → ρ → ℝ} {I : Set ℝ}
    {c : ℝ → σ → ℝ} (hc : IsSolutionOn S r I c) (m : σ → ℝ) {t : ℝ} (ht : t ∈ I) :
    HasDerivWithinAt (fun u => m ⬝ᵥ c u) ((m ᵥ* S) ⬝ᵥ r (c t)) I t := by
  rw [← Matrix.dotProduct_mulVec]
  simp only [dotProduct]
  exact HasDerivWithinAt.fun_sum fun i _ =>
    (hasDerivWithinAt_pi.1 (hc t ht) i).const_mul (m i)
```

For a conservation law the right-hand side becomes zero, which is the step `hd`. The mean value inequality with bound `C := 0` then gives $|m\cdot c(t) - m\cdot c(s)| \le 0$.

```lean
/-- For any rate function, the weighted concentration `m · c` of a conservation law `m`
takes the same value at any two times of an interval on which `c` is a solution. -/
theorem conserved {S : Matrix σ ρ ℝ} {r : (σ → ℝ) → ρ → ℝ} {I : Set ℝ}
    {c : ℝ → σ → ℝ} (hI : Convex ℝ I) (hc : IsSolutionOn S r I c) {m : σ → ℝ}
    (hm : m ∈ conservationLaws S) {s t : ℝ} (hs : s ∈ I) (ht : t ∈ I) :
    m ⬝ᵥ c t = m ⬝ᵥ c s := by
  have hd : ∀ u ∈ I, HasDerivWithinAt (fun u => m ⬝ᵥ c u) 0 I u := by
    intro u hu
    have h := hasDerivWithinAt_weighted hc m hu
    rwa [(mem_conservationLaws S m).1 hm, zero_dotProduct] at h
  -- mean value inequality with zero bound on the derivative
  have h := hI.norm_image_sub_le_of_norm_hasDerivWithin_le (C := 0)
    (f' := fun _ => (0 : ℝ)) hd (fun _ _ => by simp) hs ht
  rw [zero_mul] at h
  exact sub_eq_zero.1 (norm_le_zero_iff.1 h)
```

The main theorem combines the three results for a fixed `S`, with `r`, `I` and `c` universally quantified. For the displacement, duality reduces the claim to $m\cdot(c(t)-c(s)) = 0$, which `conserved` supplies. The dimension formula is rank–nullity for `Sᵀ` together with the equality of row and column rank.

```lean
/-- For any rate function and any solution on a time interval, concentration changes lie in
the column space of `S` and every `m` with `mᵀ S = 0` is conserved; the dimension of the
space of such `m` and the rank of `S` add up to the number of species. -/
theorem stoichiometric_constraints (S : Matrix σ ρ ℝ) :
    (∀ (r : (σ → ℝ) → ρ → ℝ) (I : Set ℝ) (c : ℝ → σ → ℝ), Convex ℝ I →
      IsSolutionOn S r I c → ∀ s ∈ I, ∀ t ∈ I,
        c t - c s ∈ stoichiometricSubspace S ∧
        ∀ m : σ → ℝ, m ᵥ* S = 0 → m ⬝ᵥ c t = m ⬝ᵥ c s) ∧
    Module.finrank ℝ (conservationLaws S) + S.rank = Fintype.card σ := by
  constructor
  · intro r I c hI hc s hs t ht
    constructor
    · rw [mem_stoichiometricSubspace_iff]
      intro m hm
      rw [dotProduct_sub, conserved hI hc hm hs ht, sub_self]
    · intro m hm
      exact conserved hI hc ((mem_conservationLaws S m).2 hm) hs ht
  · -- rank-nullity for the transpose, whose rank is that of `S`
    have h := LinearMap.finrank_range_add_finrank_ker Sᵀ.mulVecLin
    rw [Module.finrank_fintype_fun_eq_card] at h
    have hr : S.rank = Module.finrank ℝ (LinearMap.range Sᵀ.mulVecLin) :=
      (Matrix.rank_transpose S).symm
    rw [hr, add_comm]
    exact h
```

## Constant rates and the converse statements

The straight-line solution holds on the whole time axis, `Set.univ`. Its concentrations may become negative.

```lean
/-- With constant reaction rates `ξ`, the straight line `c₀ + t S ξ` solves the rate
equation at all times. -/
theorem constant_rate_solution (S : Matrix σ ρ ℝ) (ξ : ρ → ℝ) (c₀ : σ → ℝ) :
    IsSolutionOn S (fun _ => ξ) Set.univ (fun t => c₀ + t • (S *ᵥ ξ)) := by
  intro t _
  have h : HasDerivAt (fun u : ℝ => c₀ + u • (S *ᵥ ξ)) ((1 : ℝ) • (S *ᵥ ξ)) t :=
    ((hasDerivAt_id' t).smul_const (S *ᵥ ξ)).const_add c₀
  rw [one_smul] at h
  exact h.hasDerivWithinAt
```

The equivalence below concerns conservation under all rate functions. A particular rate function may conserve more: with $r = 0$, every weighted concentration is constant. The proof compares the straight line from the origin at times 1 and 0, which gives $m\cdot S\xi = 0$.

```lean
/-- A weighted concentration `m · c` is constant along all solutions on the whole time axis, for all
rate functions, exactly when `mᵀ S = 0`. -/
theorem conserved_for_all_rates_iff (S : Matrix σ ρ ℝ) (m : σ → ℝ) :
    (∀ (r : (σ → ℝ) → ρ → ℝ) (c : ℝ → σ → ℝ), IsSolutionOn S r Set.univ c →
      ∀ t, m ⬝ᵥ c t = m ⬝ᵥ c 0) ↔ m ᵥ* S = 0 := by
  constructor
  · intro h
    rw [← mem_conservationLaws, mem_conservationLaws_iff_extent]
    intro ξ
    have h1 := h _ _ (constant_rate_solution S ξ 0) 1
    simpa only [zero_add, one_smul, zero_smul, dotProduct_zero] using h1
  · intro hm r c hc t
    exact conserved convex_univ hc ((mem_conservationLaws S m).2 hm)
      (Set.mem_univ 0) (Set.mem_univ t)
```

Reachability is meant in the same broad sense. The rate function may be chosen to suit the two endpoints, and a negative entry of $\xi$ runs a reaction backwards, so the theorem does not say that a given chemical mechanism can make the transition. One direction is the main theorem; the other uses the straight line.

```lean
/-- Some rate function has a solution on the whole time axis leading from `c₀` at time 0 to `c₁` at
time 1 exactly when `c₁ - c₀` lies in the column space of `S`. -/
theorem reachable_iff (S : Matrix σ ρ ℝ) (c₀ c₁ : σ → ℝ) :
    (∃ (r : (σ → ℝ) → ρ → ℝ) (c : ℝ → σ → ℝ),
      IsSolutionOn S r Set.univ c ∧ c 0 = c₀ ∧ c 1 = c₁) ↔
    c₁ - c₀ ∈ stoichiometricSubspace S := by
  constructor
  · rintro ⟨r, c, hc, rfl, rfl⟩
    exact ((stoichiometric_constraints S).1 r _ c convex_univ hc 0 (Set.mem_univ 0)
      1 (Set.mem_univ 1)).1
  · rintro ⟨ξ, hξ⟩
    rw [Matrix.mulVecLin_apply] at hξ
    refine ⟨_, _, constant_rate_solution S ξ c₀, ?_, ?_⟩
    · simp only [zero_smul, add_zero]
    · simp only [one_smul, hξ, add_sub_cancel]
```

## Catalyst and substrate totals in a catalytic cycle

In $X + A \rightleftharpoons XA \to X + P$, the catalyst $X$ binds the substrate $A$ and releases the product $P$. Lean numbers the species from 0, so `c t 0` is $[X]$ and `c t 2` is $[XA]$.

```lean
/-- Stoichiometric matrix of the catalytic cycle `X + A ⇌ XA → X + P`, with species in the
order X, A, XA, P and reactions in the order binding, unbinding, turnover. -/
def catalyticCycle : Matrix (Fin 4) (Fin 3) ℝ :=
  !![-1, 1, 1; -1, 1, 0; 1, -1, -1; 0, 0, 1]
```

The weight vectors $(1,0,1,0)$ and $(0,1,1,1)$ count catalyst and substrate material. Each is orthogonal to all three columns of the matrix, so $[X]+[XA]$ and $[A]+[XA]+[P]$ are constant for any rate function, mass-action or otherwise. The proof checks the two vectors in `m1` and `m2`, then applies `conserved` to each. Counting by hand, the unbinding column is minus the binding column and the turnover column is independent of them; the rank is 2, and these two totals form a basis of the $4 - 2 = 2$ dimensional space of conservation laws.

```lean
/-- In the catalytic cycle the sums `[X] + [XA]` and `[A] + [XA] + [P]` are constant along any
solution on a time interval, for any rate function. -/
theorem catalyticCycle_conserved {r : (Fin 4 → ℝ) → Fin 3 → ℝ} {I : Set ℝ}
    {c : ℝ → Fin 4 → ℝ} (hI : Convex ℝ I) (hc : IsSolutionOn catalyticCycle r I c)
    {s t : ℝ} (hs : s ∈ I) (ht : t ∈ I) :
    c t 0 + c t 2 = c s 0 + c s 2 ∧
    c t 1 + c t 2 + c t 3 = c s 1 + c s 2 + c s 3 := by
  have m1 : ![1, 0, 1, 0] ∈ conservationLaws catalyticCycle := by
    rw [mem_conservationLaws_iff_extent]
    intro ξ
    simp [catalyticCycle, Matrix.mulVec, dotProduct, Fin.sum_univ_four, Fin.sum_univ_three]
    linarith
  have m2 : ![0, 1, 1, 1] ∈ conservationLaws catalyticCycle := by
    rw [mem_conservationLaws_iff_extent]
    intro ξ
    simp [catalyticCycle, Matrix.mulVec, dotProduct, Fin.sum_univ_four, Fin.sum_univ_three]
    linarith
  have h1 := conserved hI hc m1 hs ht
  have h2 := conserved hI hc m2 hs ht
  simp [dotProduct, Fin.sum_univ_four] at h1 h2
  constructor <;> linarith

end ReactionNetwork
```

```lean
#print axioms ReactionNetwork.stoichiometric_constraints
-- 'ReactionNetwork.stoichiometric_constraints' depends on axioms: [propext, Classical.choice, Quot.sound]
#print axioms ReactionNetwork.conserved_for_all_rates_iff
-- 'ReactionNetwork.conserved_for_all_rates_iff' depends on axioms: [propext, Classical.choice, Quot.sound]
#print axioms ReactionNetwork.reachable_iff
-- 'ReactionNetwork.reachable_iff' depends on axioms: [propext, Classical.choice, Quot.sound]
#print axioms ReactionNetwork.catalyticCycle_conserved
-- 'ReactionNetwork.catalyticCycle_conserved' depends on axioms: [propext, Classical.choice, Quot.sound]
```
